# The diffusion velocity across a linearly falling barrier exceeds the diffusion coefficient divided by the length of a one-thermal-unit drop

The diffusion velocity is defined here as the inverse of the integral of `exp (u x - u 0) / D` over a barrier from 0 to `W`, where `u` is the potential in thermal units and `D` a constant diffusion coefficient. The lemma takes a potential that falls linearly, by one thermal unit over each length `l`, and states that this velocity is strictly greater than `D / l` when `D`, `l` and `W` are all positive. The proof rewrites the velocity in its closed form, `D / (l * (1 - Real.exp (-(W / l))))`. It then shows that the denominator is positive and smaller than `l`, so that the quotient is larger than `D / l`.

An attempt in Lean 4 with a fault in it:

```lean
import Mathlib

open Set MeasureTheory

namespace EmissionDiffusion

noncomputable section

variable {u n : ℝ → ℝ} {D vR n0 W J : ℝ}

/-- The diffusion velocity: the inverse of the integral of `exp (u - u 0) / D` over the barrier. -/
def diffusionVelocity (u : ℝ → ℝ) (D W : ℝ) : ℝ :=
  (∫ x in (0 : ℝ)..W, Real.exp (u x - u 0) / D)⁻¹

/-- A reduced potential that falls linearly, by one thermal unit over the length `l`. -/
def linearBarrier (u0 l : ℝ) (x : ℝ) : ℝ := u0 - x / l

/-- The diffusion velocity of a linear barrier of width `W`, in closed form. -/
theorem diffusionVelocity_linear (u0 : ℝ) {l : ℝ} (hl : 0 < l) :
    diffusionVelocity (linearBarrier u0 l) D W = D / (l * (1 - Real.exp (-(W / l)))) := by
  have hsub : ∀ x, linearBarrier u0 l x - linearBarrier u0 l 0 = -(x / l) := by
    intro x
    unfold linearBarrier
    ring
  have hder : ∀ x ∈ uIcc 0 W, HasDerivAt (fun y => -(l / D) * Real.exp (-(y / l)))
      (Real.exp (-(x / l)) / D) x := by
    intro x _
    have h := (((hasDerivAt_id' x).div_const l).fun_neg.exp).const_mul (-(l / D))
    have h1 : l * (1 / l) = 1 := mul_one_div_cancel hl.ne'
    refine h.congr_deriv ?_
    linear_combination (Real.exp (-(x / l)) / D) * h1
  have hi : IntervalIntegrable (fun x => Real.exp (-(x / l)) / D) volume 0 W :=
    Continuous.intervalIntegrable (by fun_prop) 0 W
  have hval : ∫ x in (0 : ℝ)..W, Real.exp (-(x / l)) / D
      = l * (1 - Real.exp (-(W / l))) / D := by
    rw [intervalIntegral.integral_eq_sub_of_hasDerivAt hder hi]
    simp only [zero_div, neg_zero, Real.exp_zero]
    ring
  unfold diffusionVelocity
  simp only [hsub]
  rw [hval, inv_div]

/-- For a linear barrier the diffusion velocity exceeds `D / l`. -/
theorem lt_diffusionVelocity_linear (u0 : ℝ) {l : ℝ} (hD : 0 < D) (hl : 0 < l) (hW : 0 < W) :
    D / l < diffusionVelocity (linearBarrier u0 l) D W := by
  rw [diffusionVelocity_linear u0 hl]
  have he : Real.exp (-(W / l)) < 1 := Real.exp_lt_one (neg_lt_zero.2 (div_pos hW hl))
  have hp := mul_pos hl (Real.exp_pos (-(W / l)))
  exact div_lt_div_of_pos_left hD (mul_pos hl (sub_pos.2 he)) (by linarith)

end

end EmissionDiffusion
```

Messages:

```
Main.lean:47:39: error(lean.unknownIdentifier): Unknown constant `Real.exp_lt_one`
```

Cause. The message says that no constant called `Real.exp_lt_one` exists in the environment Lean is using. The line needs the fact that the exponential of a negative number is less than 1, and the argument it supplies, a proof that `-(W / l)` is negative, is the right one. Only the lemma's name is at fault.

The repair uses `Real.exp_lt_one_iff`, which states the fact as an equivalence between `Real.exp x < 1` and `x < 0`. An equivalence is not itself a function, so `.2` selects the direction from right to left, which takes the same proof of negativity and returns the required bound. The line break after `:=` is mere tidying.

The change, after which it compiles:

```diff
@@ -45,5 +45,6 @@
     D / l < diffusionVelocity (linearBarrier u0 l) D W := by
   rw [diffusionVelocity_linear u0 hl]
-  have he : Real.exp (-(W / l)) < 1 := Real.exp_lt_one (neg_lt_zero.2 (div_pos hW hl))
+  have he : Real.exp (-(W / l)) < 1 :=
+    Real.exp_lt_one_iff.2 (neg_lt_zero.2 (div_pos hW hl))
   have hp := mul_pos hl (Real.exp_pos (-(W / l)))
   exact div_lt_div_of_pos_left hD (mul_pos hl (sub_pos.2 he)) (by linarith)
```
